# At most |P| energy levels lie at or below E if every state vanishing on P has mean energy above E

Let the real symmetric matrix `M` be a Hamiltonian in a finite orthonormal basis, and let `P` be a set of basis indices. The theorem assumes that every nonzero real vector x vanishing on `P` has x·Mx > E x·x, so that its mean energy x·Mx / x·x is above `E`. It concludes that at most |P| eigenvalues of `M`, counted with multiplicity, are less than or equal to `E`. The proof takes combinations of the orthonormal eigenvectors for these eigenvalues and maps each to its values on `P`. A nonzero combination sent to zero would vanish on `P` yet have mean energy at most `E`, so the map is injective, and comparing dimensions gives the bound.

In Lean, a first try:

```lean
import Mathlib

open Matrix

namespace CardEigenvaluesLe

variable {n : Type*} [Fintype n] [DecidableEq n]

/-- If the quadratic form of a real symmetric matrix exceeds `E` times the squared norm on
all nonzero vectors vanishing on `P`, at most `|P|` eigenvalues are at most `E`. -/
theorem card_eigenvalues_le {M : Matrix n n ℝ} (hM : M.IsHermitian) (E : ℝ) (P : Finset n)
    (h : ∀ x : n → ℝ, x ≠ 0 → (∀ i ∈ P, x i = 0) → E * (x ⬝ᵥ x) < x ⬝ᵥ M *ᵥ x) :
    (Finset.univ.filter fun j => hM.eigenvalues j ≤ E).card ≤ P.card := by
  obtain ⟨U, hU, hMU⟩ : ∃ U : Matrix n n ℝ, Uᵀ * U = 1 ∧
      ∀ j, M *ᵥ (fun i => U i j) = hM.eigenvalues j • fun i => U i j :=
    ⟨hM.eigenvectorUnitary, by
      rw [← conjTranspose_eq_transpose_of_trivial]
      exact mem_unitaryGroup_iff'.1 hM.eigenvectorUnitary.2,
      fun j => hM.mulVec_eigenvectorBasis j⟩
  -- the columns of V are the eigenvectors with eigenvalue at most E
  let V : Matrix n {j // hM.eigenvalues j ≤ E} ℝ := Matrix.of fun i j => U i j.1
  have hV : Vᵀ * V = 1 := by
    ext j k
    have h := congrFun (congrFun hU j.1) k.1
    simpa [V, Matrix.mul_apply, Matrix.one_apply, Subtype.ext_iff] using h
  have hMV : M * V = V * diagonal (fun j => hM.eigenvalues j.1) := by
    ext i j
    rw [mul_diagonal, Matrix.mul_apply]
    exact (congrFun (hMU j.1) i).trans (mul_comm _ _)
  have hiso : ∀ a b, (V *ᵥ a) ⬝ᵥ (V *ᵥ b) = a ⬝ᵥ b := fun a b => by
    rw [dotProduct_mulVec, ← mulVec_transpose, mulVec_mulVec, hV, one_mulVec]
  let L := (V.submatrix (Subtype.val : P → n) id).mulVecLin
  have hinj : Function.Injective L := by
    refine (injective_iff_map_eq_zero L).2 fun c hc => ?_
    by_contra hne
    have hx : V *ᵥ c ≠ 0 := fun h0 => hne (by
      rw [← one_mulVec c, ← hV, ← mulVec_mulVec, h0, mulVec_zero])
    have hlt := h (V *ᵥ c) hx fun i hi => congrFun hc ⟨i, hi⟩
    rw [mulVec_mulVec, hMV, ← mulVec_mulVec, hiso, hiso] at hlt
    refine not_le_of_gt hlt ?_
    simp only [dotProduct, mulVec_diagonal, Finset.mul_sum]
    exact Finset.sum_le_sum fun j _ => by
      nlinarith [mul_le_mul_of_nonneg_right j.2 (mul_self_nonneg (c j))]
  have hcard := LinearMap.finrank_le_finrank_of_injective hinj
  simpa [Module.finrank_fintype_fun_eq_card, Fintype.card_subtype] using hcard

end CardEigenvaluesLe
```

Lean reports:

```
Main.lean:28:8: error: Tactic `rewrite` failed: Did not find an occurrence of the pattern
  (?M * diagonal ?d) ?i ?j
in the target expression
  (M * V) i j = (V * diagonal fun j => hM.eigenvalues ↑j) i j

n : Type u_1
inst✝¹ : Fintype n
inst✝ : DecidableEq n
M : Matrix n n ℝ
hM : M.IsHermitian
E : ℝ
P : Finset n
h : ∀ (x : n → ℝ), x ≠ 0 → (∀ i ∈ P, x i = 0) → E * x ⬝ᵥ x < x ⬝ᵥ M *ᵥ x
U : Matrix n n ℝ
hU : Uᵀ * U = 1
hMU : ∀ (j : n), (M *ᵥ fun i => U i j) = hM.eigenvalues j • fun i => U i j
V : Matrix n { j // hM.eigenvalues j ≤ E } ℝ := of fun i j => U i ↑j
hV : Vᵀ * V = 1
i : n
j : { j // hM.eigenvalues j ≤ E }
⊢ (M * V) i j = (V * diagonal fun j => hM.eigenvalues ↑j) i j

Note: The target expression is not type-correct under the `implicit` transparency level, which may have triggered the failure. This is usually caused by unfolding of semireducible definitions in prior tactic steps. Use `set_option linter.tacticCheckInstances true` to investigate the source of the issue.
Full error:
  function expected
    (M * V) i
Main.lean:39:28: error: Tactic `rewrite` failed: Did not find an occurrence of the pattern
  (?M * ?N) *ᵥ ?v
in the target expression
  E * V *ᵥ c ⬝ᵥ V *ᵥ c < V *ᵥ c ⬝ᵥ (V * diagonal fun j => hM.eigenvalues ↑j) *ᵥ c

n : Type u_1
inst✝¹ : Fintype n
inst✝ : DecidableEq n
M : Matrix n n ℝ
hM : M.IsHermitian
E : ℝ
P : Finset n
h : ∀ (x : n → ℝ), x ≠ 0 → (∀ i ∈ P, x i = 0) → E * x ⬝ᵥ x < x ⬝ᵥ M *ᵥ x
U : Matrix n n ℝ
hU : Uᵀ * U = 1
hMU : ∀ (j : n), (M *ᵥ fun i => U i j) = hM.eigenvalues j • fun i => U i j
V : Matrix n { j // hM.eigenvalues j ≤ E } ℝ := of fun i j => U i ↑j
hV : Vᵀ * V = 1
hMV : M * V = V * diagonal fun j => hM.eigenvalues ↑j
hiso : ∀ (a b : { j // hM.eigenvalues j ≤ E } → ℝ), V *ᵥ a ⬝ᵥ V *ᵥ b = a ⬝ᵥ b
L : ({ j // hM.eigenvalues j ≤ E } → ℝ) →ₗ[ℝ] ↥P → ℝ := (V.submatrix Subtype.val id).mulVecLin
c : { j // hM.eigenvalues j ≤ E } → ℝ
hc : L c = 0
hne : ¬c = 0
hx : V *ᵥ c ≠ 0
hlt : E * V *ᵥ c ⬝ᵥ V *ᵥ c < V *ᵥ c ⬝ᵥ (V * diagonal fun j => hM.eigenvalues ↑j) *ᵥ c
⊢ False

Note: The target expression is not type-correct under the `implicit` transparency level, which may have triggered the failure. This is usually caused by unfolding of semireducible definitions in prior tactic steps. Use `set_option linter.tacticCheckInstances true` to investigate the source of the issue.
Full error:
  Application type mismatch: The argument
    CStarMatrix.instHMulOfFintypeOfMulOfAddCommMonoid
  has type
    HMul (CStarMatrix n { j // hM.eigenvalues j ≤ E } ℝ)
      (CStarMatrix { j // hM.eigenvalues j ≤ E } { j // hM.eigenvalues j ≤ E } ℝ)
      (CStarMatrix n { j // hM.eigenvalues j ≤ E } ℝ)
  but is expected to have type
    HMul (Matrix n { j // hM.eigenvalues j ≤ E } ℝ)
      (Matrix { j // hM.eigenvalues j ≤ E } { j // hM.eigenvalues j ≤ E } ℝ) (Matrix n { j // hM.eigenvalues j ≤ E } ℝ)
  in the application
    @HMul.hMul (Matrix n { j // hM.eigenvalues j ≤ E } ℝ)
      (Matrix { j // hM.eigenvalues j ≤ E } { j // hM.eigenvalues j ≤ E } ℝ) (Matrix n { j // hM.eigenvalues j ≤ E } ℝ)
      CStarMatrix.instHMulOfFintypeOfMulOfAddCommMonoid
```

Cause. Both errors come from the statement of `hMV`. It gives neither the type of `j` inside `diagonal` nor the type of the products, and Lean read the `*` in `V * diagonal …` as multiplication of `CStarMatrix`, a type synonym of `Matrix`, as the end of the second message shows. The lemma `mul_diagonal` expects `Matrix` multiplication, so `rw` doesn't recognise the product, though it looks right in print. Rewriting with `hMV` then carries the same product into `hlt`, where `← mulVec_mulVec` fails for the same reason.

The repair states the type of `j` and marks the right-hand product as a `Matrix`. Lean then uses `Matrix` multiplication, and both rewrites find their patterns. The messages show no wrong multiplication in `M * V`, so the type added there only makes the left side explicit.

The "function expected" note in the first message is about applying a matrix directly to indices. The repaired proof still does this after `ext i j`, so it isn't what blocked the rewrite.

After these edits no error is left:

```diff
@@ -24,5 +24,7 @@
     have h := congrFun (congrFun hU j.1) k.1
     simpa [V, Matrix.mul_apply, Matrix.one_apply, Subtype.ext_iff] using h
-  have hMV : M * V = V * diagonal (fun j => hM.eigenvalues j.1) := by
+  have hMV : (M * V : Matrix n {j // hM.eigenvalues j ≤ E} ℝ) =
+      (V * diagonal (fun j : {j // hM.eigenvalues j ≤ E} => hM.eigenvalues j.1) :
+        Matrix n {j // hM.eigenvalues j ≤ E} ℝ) := by
     ext i j
     rw [mul_diagonal, Matrix.mul_apply]
```
